# Equal microstate counts for n electrons and n holes in an atomic shell

## Two electrons or two holes

The ground configuration of carbon has two electrons in its 2p shell, and that of oxygen has four. Four electrons can be placed in six spin orbitals in 15 ways, just as two electrons can, and p⁴ gives the same LS terms as p²: ³P, ¹D and ¹S. Oxygen's p shell lacks two electrons, and for this purpose two holes count like two electrons. The fine structure does tell the two apart: the levels of the ³P ground term lie in opposite order of $J$ in the two atoms.

The equality of terms can be traced to a count of microstates, and a sign change in the spin-orbit sum appears in the same construction.

## Microstates as sets of occupied spin orbitals

A shell with orbital quantum number $l$ has $2l+1$ orbitals and two spin directions, hence $4l+2$ spin orbitals. In Lean a `SpinOrbital l` is a pair $(i,b)$ with $i=0,\dots,2l$ and $b$ true for spin up. Its quantum numbers are $m_l=i-l$ (`ml`) and $2m_s=\pm1$ (`twoMs`). Doubling the spin keeps everything in the integers.

A microstate is a finite set $s$ of occupied spin orbitals, which builds in the Pauli principle and the indistinguishability of electrons. `totalML` is $M_L=\sum_{a\in s}m_l(a)$, and `totalTwoMS` is $2M_S$. Let $N_n(M,S)$ be the number of $n$-electron microstates with $M_L=M$ and $2M_S=S$, the size of `microstates l n M S`. The main theorem, `card_microstates_hole`, says that for every $l$, every $n\le 4l+2$ and all integers $M,S$,

$$N_n(M,S)=N_{4l+2-n}(M,S).$$

Slater's method finds the number of terms with orbital quantum number $L$ and twice the spin equal to $S$ from

$$N_n(L,S)-N_n(L+1,S)-N_n(L,S+2)+N_n(L+1,S+2).$$

This is `slaterCount`, and `slaterCount_hole` states that it too is the same for $n$ and $4l+2-n$ electrons. That the expression counts terms comes from the theory of angular momentum; the Lean code defines the expression and does not prove this.

A table of the numbers of microstates of d² at each $(M_L,M_S)$ therefore serves for d⁸ as well. Energies do not enter. That Coulomb repulsion splits the terms of d² and d⁸ alike is a statement about matrix elements between antisymmetrised wave functions, which this model does not contain.

## Empty spin orbitals carry the opposite totals

Let $r$ reverse both quantum numbers of a spin orbital: $i\mapsto 2l-i$, and the spin is flipped. Then $m_l\mapsto(2l-i)-l=-m_l$ and $m_s\mapsto-m_s$. Since $r$ permutes the shell,

$$\sum_a m_l(a)=\sum_a m_l(r(a))=-\sum_a m_l(a),$$

so the sum over the full shell is zero. The same holds for $m_s$.

Now let $f$ be any one-electron quantity whose sum over the full shell is zero, and let $s^c$ be the set of empty spin orbitals. From $\sum_{s}f+\sum_{s^c}f=0$ follows

$$\sum_{a\in s^c}f(a)=-\sum_{a\in s}f(a).$$

With $f=m_l$ and $f=m_s$, exchanging occupied and empty spin orbitals negates $M_L$ and $M_S$.

## The hole partner

Apply $r$ to every member of $s^c$. The resulting set, $h(s)=r(s^c)$, is the hole partner of $s$. The complement changes the signs of $M_L$ and $M_S$, and the reversal changes them back, so $h(s)$ has the same totals as $s$. It contains $4l+2-n$ electrons if $s$ contains $n$.

Because $r$ is a permutation, it commutes with taking complements, and because $r^2=1$, we get $h(h(s))=s$. Thus $h$ pairs the microstates of $n$ electrons one to one with those of $4l+2-n$ electrons at the same $(M,S)$, and the counts agree.

The product $m_lm_s$ behaves differently. Its sum over the full shell is zero, since the two spin directions of each orbital cancel, but $r$ leaves it unchanged. Hence

$$\sum_{a\in h(s)}m_lm_s=\sum_{a\in s^c}m_lm_s=-\sum_{a\in s}m_lm_s.$$

Take the p² microstate with $m_l=1$ and $m_l=0$ both occupied spin up. It has $M_L=1$, $M_S=1$ and $\sum m_lm_s=\tfrac12$. Its partner in p⁴ has $1,0,-1$ spin up and $1$ spin down: again $M_L=1$ and $M_S=1$, but $\sum m_lm_s=-\tfrac12$. This sign is the one behind the inverted fine structure of oxygen, although the order of the levels needs more than a diagonal sum.

## Three electrons in an s shell

The condition $n\le4l+2$ says that the electrons fit into the shell. Take $l=0$ and $n=3$. No microstate exists, so $N_3(0,0)=0$. Subtraction of natural numbers in Lean stops at zero, so `4 * l + 2 - n` is $0$, and the empty shell gives $N_0(0,0)=1$. The equality fails.

## The shell in Lean

```lean
import Mathlib

open Finset

namespace HoleParticleEquivalence

/-- A spin orbital of a shell with orbital quantum number `l`: one of `2l+1` orbitals
together with a spin direction (`true` is up). -/
abbrev SpinOrbital (l : ℕ) := Fin (2 * l + 1) × Bool

variable {l : ℕ}

/-- The magnetic quantum number `m_l`, running from `-l` to `l`. -/
def ml (a : SpinOrbital l) : ℤ := (a.1.val : ℤ) - (l : ℤ)

/-- Twice the spin projection, `2 m_s`, equal to `1` for spin up and `-1` for spin down. -/
def twoMs (a : SpinOrbital l) : ℤ := if a.2 = true then 1 else -1

/-- The total `M_L` of a set of occupied spin orbitals. -/
def totalML (s : Finset (SpinOrbital l)) : ℤ := ∑ a ∈ s, ml a

/-- Twice the total `M_S` of a set of occupied spin orbitals. -/
def totalTwoMS (s : Finset (SpinOrbital l)) : ℤ := ∑ a ∈ s, twoMs a

/-- The sum of `m_l · 2m_s` over the occupied spin orbitals, which is twice the diagonal
spin-orbit sum `∑ m_l m_s`. -/
def spinOrbitSum (s : Finset (SpinOrbital l)) : ℤ := ∑ a ∈ s, ml a * twoMs a

/-- The microstates of `n` electrons in the shell with `M_L = M` and `2 M_S = S`. -/
def microstates (l n : ℕ) (M S : ℤ) : Finset (Finset (SpinOrbital l)) :=
  univ.filter fun s => s.card = n ∧ totalML s = M ∧ totalTwoMS s = S

/-- The permutation of the shell that reverses both `m_l` and `m_s`. -/
def reversal (l : ℕ) : SpinOrbital l ≃ SpinOrbital l where
  toFun a := (Fin.rev a.1, !a.2)
  invFun a := (Fin.rev a.1, !a.2)
  left_inv a := by simp
  right_inv a := by simp

/-- The hole partner of a microstate: fill the empty spin orbitals instead of the occupied
ones, then reverse every `m_l` and `m_s`. -/
def holePartner (s : Finset (SpinOrbital l)) : Finset (SpinOrbital l) :=
  sᶜ.map (reversal l).toEmbedding

/-- Reversal changes the sign of `m_l` and of `m_s` of each spin orbital. -/
theorem reversal_negates (a : SpinOrbital l) :
    ml (reversal l a) = -ml a ∧ twoMs (reversal l a) = -twoMs a := by
  constructor
  · have h := a.1.isLt
    show ((Fin.rev a.1).val : ℤ) - (l : ℤ) = -((a.1.val : ℤ) - (l : ℤ))
    rw [Fin.val_rev]
    omega
  · rcases a with ⟨i, b⟩
    cases b <;> simp [twoMs, reversal]

/-- If a one-electron quantity sums to zero over the full shell, its total over the empty
spin orbitals is minus its total over the occupied ones. -/
theorem sum_compl_eq_neg (f : SpinOrbital l → ℤ) (hf : ∑ a, f a = 0)
    (s : Finset (SpinOrbital l)) : ∑ a ∈ sᶜ, f a = -∑ a ∈ s, f a := by
  have h := Finset.sum_add_sum_compl s f
  linarith

/-- Exchanging occupied and empty spin orbitals negates both `M_L` and `M_S`. -/
theorem compl_negates (s : Finset (SpinOrbital l)) :
    totalML sᶜ = -totalML s ∧ totalTwoMS sᶜ = -totalTwoMS s := by
  constructor
  · refine sum_compl_eq_neg ml ?_ s
    -- reversal permutes the shell, so the full sum equals its own negative
    have h := Equiv.sum_comp (reversal l) (ml (l := l))
    simp only [(reversal_negates _).1, Finset.sum_neg_distrib] at h
    linarith
  · refine sum_compl_eq_neg twoMs ?_ s
    have h := Equiv.sum_comp (reversal l) (twoMs (l := l))
    simp only [(reversal_negates _).2, Finset.sum_neg_distrib] at h
    linarith

/-- A microstate and its hole partner have the same `M_L` and `M_S`, and their electron
numbers add up to `4l+2`. -/
theorem holePartner_spec (s : Finset (SpinOrbital l)) :
    totalML (holePartner s) = totalML s ∧ totalTwoMS (holePartner s) = totalTwoMS s ∧
      s.card + (holePartner s).card = 4 * l + 2 := by
  obtain ⟨hL, hS⟩ := compl_negates s
  unfold totalML at hL
  unfold totalTwoMS at hS
  refine ⟨?_, ?_, ?_⟩
  · simp only [totalML, holePartner, Finset.sum_map, Equiv.coe_toEmbedding,
      (reversal_negates _).1, Finset.sum_neg_distrib]
    linarith
  · simp only [totalTwoMS, holePartner, Finset.sum_map, Equiv.coe_toEmbedding,
      (reversal_negates _).2, Finset.sum_neg_distrib]
    linarith
  · have h := Finset.card_add_card_compl s
    rw [Fintype.card_prod, Fintype.card_fin, Fintype.card_bool] at h
    rw [holePartner, Finset.card_map]
    omega

/-- The hole partner of the hole partner is the original microstate. -/
theorem holePartner_holePartner (s : Finset (SpinOrbital l)) :
    holePartner (holePartner s) = s := by
  have h : ∀ a, (reversal l).symm ((reversal l).symm a) = a :=
    fun a => (reversal l).left_inv a
  ext a
  simp only [holePartner, Finset.mem_map_equiv, Finset.mem_compl, not_not, h]

/-- Hole-particle equivalence: for `n ≤ 4l+2`, the shell has as many `n`-electron microstates
with given `M_L` and `M_S` as it has `(4l+2-n)`-electron ones. -/
theorem card_microstates_hole (l n : ℕ) (hn : n ≤ 4 * l + 2) (M S : ℤ) :
    (microstates l n M S).card = (microstates l (4 * l + 2 - n) M S).card := by
  -- the hole partner maps each set of microstates into the other
  have key : ∀ p q : ℕ, p + q = 4 * l + 2 → ∀ s ∈ microstates l p M S,
      holePartner s ∈ microstates l q M S := by
    intro p q hpq s hs
    simp only [microstates, Finset.mem_filter, Finset.mem_univ, true_and] at hs ⊢
    obtain ⟨hc, hL, hS⟩ := hs
    obtain ⟨hL', hS', hc'⟩ := holePartner_spec s
    exact ⟨by omega, hL'.trans hL, hS'.trans hS⟩
  exact Finset.card_bij' (fun s _ => holePartner s) (fun s _ => holePartner s)
    (key _ _ (by omega)) (key _ _ (by omega))
    (fun s _ => holePartner_holePartner s) (fun s _ => holePartner_holePartner s)

/-- The hole partner has the opposite diagonal spin-orbit sum `∑ m_l m_s`. -/
theorem spinOrbitSum_holePartner (s : Finset (SpinOrbital l)) :
    spinOrbitSum (holePartner s) = -spinOrbitSum s := by
  -- the two spin directions of each orbital cancel in the full shell
  have h0 : ∑ a : SpinOrbital l, ml a * twoMs a = 0 := by
    rw [Fintype.sum_prod_type]
    refine Finset.sum_eq_zero fun i _ => ?_
    simp [ml, twoMs]
  have h := sum_compl_eq_neg (fun a => ml a * twoMs a) h0 s
  simp only [spinOrbitSum, holePartner, Finset.sum_map, Equiv.coe_toEmbedding,
    (reversal_negates _).1, (reversal_negates _).2, neg_mul_neg]
  exact h

/-- The second difference of microstate counts by which Slater's method counts the terms
with orbital quantum number `L` and twice the spin equal to `S`. -/
def slaterCount (l n L S : ℕ) : ℤ :=
  ((microstates l n L S).card : ℤ) - (microstates l n (L + 1) S).card
    - (microstates l n L (S + 2)).card + (microstates l n (L + 1) (S + 2)).card

/-- For `n ≤ 4l+2`, Slater's method gives the same count of terms for each `L` and spin
with `n` electrons as with `4l+2-n` electrons. -/
theorem slaterCount_hole (l n : ℕ) (hn : n ≤ 4 * l + 2) (L S : ℕ) :
    slaterCount l n L S = slaterCount l (4 * l + 2 - n) L S := by
  unfold slaterCount
  rw [card_microstates_hole l n hn L S, card_microstates_hole l n hn (L + 1) S,
    card_microstates_hole l n hn L (S + 2), card_microstates_hole l n hn (L + 1) (S + 2)]

end HoleParticleEquivalence
```

```lean
#print axioms HoleParticleEquivalence.card_microstates_hole
#print axioms HoleParticleEquivalence.spinOrbitSum_holePartner
#print axioms HoleParticleEquivalence.slaterCount_hole
```

```
'HoleParticleEquivalence.card_microstates_hole' depends on axioms: [propext, Classical.choice, Quot.sound]
'HoleParticleEquivalence.spinOrbitSum_holePartner' depends on axioms: [propext, Classical.choice, Quot.sound]
'HoleParticleEquivalence.slaterCount_hole' depends on axioms: [propext, Classical.choice, Quot.sound]
```

## From the reversal to the bijection

`reversal_negates` gives the two sign changes under $r$: integer arithmetic settles $m_l$, and a check of both spin directions settles $m_s$. `sum_compl_eq_neg` is the argument for a general $f$. In `compl_negates`, `Equiv.sum_comp` expresses that a permutation leaves the full sum unchanged; with the sign change, `linarith` concludes that the sum is zero.

`holePartner_spec` collects the three properties of $h$. `Finset.sum_map` turns a sum over $r(s^c)$ into one over $s^c$, where `compl_negates` applies. `holePartner_holePartner` compares members: two complements cancel, and so do two reversals.

In `card_microstates_hole`, the auxiliary statement `key` takes any $p+q=4l+2$ and shows that $h$ sends $p$-electron microstates to $q$-electron ones with the same totals. It is used once in each direction, and `Finset.card_bij'` then gives equal counts, with $h$ as its own inverse.

`spinOrbitSum_holePartner` first sums over the two spins of each orbital to get zero, then uses `sum_compl_eq_neg`; `neg_mul_neg` is the step in which the two signs from $r$ cancel. `slaterCount_hole` applies the main theorem to each of the four counts.
